# The flux between two states is unchanged when a cross-section moves over sites where both solve a Hermitian eigenvalue equation at the same real energy

## Placing the cross-sections in the leads

The Kubo-Greenwood conductance of a device between two leads can be computed from current matrix elements at two cross-sections. These can be moved out of the device into the leads, where the states are combinations of lead modes. The move is harmless for a pair of states with the same energy, provided that both solve the eigenvalue equation on every site the cross-section passes over.

Let H be a finite Hermitian matrix of on-site energies and hoppings in an orthonormal site basis, and let ψ and φ be two states with amplitudes ψ_i and φ_i. A cross-section is the boundary of a set S of sites. The flux on the bond from i to j, and the flux out of S, are

f_ij = conj(ψ_i) H_ij φ_j − conj(ψ_j) H_ji φ_i

F(S) = Σ_{i∈S} Σ_{j∉S} f_ij.

With ħ = 1, the matrix element of the outward particle current is i F(S), where this i is the imaginary unit.

## What is assumed, and where

Let R be the set of sites on which both states satisfy the eigenvalue equation at the same real energy E. The main theorem, `flux_union_eq`, says that for every S and every T ⊆ R,

F(S ∪ T) = F(S).

In Lean, the sites form a finite type `n`, a state is a function `n → ℂ`, and regions are of type `Finset n`. The product `H *ᵥ ψ` is Hψ, and `star` is complex conjugation. The hypotheses `hψ` and `hφ` impose the eigenvalue equation only for `i ∈ R`. The states need not be normalised, and hoppings may be complex and of any range.

The restriction to R matters. On a finite piece cut from a lead-device-lead system, a scattering state solves the equation at sites whose neighbours all lie in the piece, but generally not at the cut ends. If R contained every site, F(S) would equal F(∅) = 0 for every S. A non-zero flux therefore needs sites outside R on both sides of the cross-section.

The result concerns one pair of single-particle states. It covers neither the sum over states that gives a conductance, nor the limit of infinite leads, nor a non-orthogonal basis.

## From bonds to sites

Exchanging i and j changes the sign of f_ij, so the bonds inside S cancel:

Σ_{i∈S} Σ_{j∈S} f_ij = 0.

Adding this zero to F(S) extends the inner sum to all j. Since H_ji = conj(H_ij), that sum is

Σ_j f_ij = conj(ψ_i) (Hφ)_i − conj((Hψ)_i) φ_i.

Thus F(S) is a sum of one local term per site of S.

Now let ψ have energy E₁ and φ energy E₂ on T, both real. The local term at a site of T is

conj(ψ_i) E₂ φ_i − E₁ conj(ψ_i) φ_i = (E₂ − E₁) conj(ψ_i) φ_i.

Only the sites of T that are not already in S are new, so

F(S ∪ T) = F(S) + (E₂ − E₁) Σ_{i∈T∖S} conj(ψ_i) φ_i.

For E₁ = E₂ the flux is unchanged. When a numerical broadening admits pairs with different energies, the last term is the change caused by moving the cross-section.

## Two cross-sections in one Kubo-Greenwood term

Suppose S and S' differ only by sites of R. Enlarging either one to S ∪ S' adds only sites of R, so F(S) = F(S').

Write F(S; ψ, φ) to show the states. Conjugating each bond term and using Hermiticity gives

F(S; φ, ψ) = −conj(F(S; ψ, φ)).

The product of current matrix elements at the two cross-sections is then

[i F(S; ψ, φ)] [i F(S'; φ, ψ)] = |F(S; ψ, φ)|².

For such a pair the product is real and non-negative, and it is the same for all cross-sections related in this way.

## A plane wave on four sites

Take an open chain with unit hopping, sites numbered 0 to 3, and amplitudes 1, i, −1, −i. On sites 1 and 2 the two neighbouring amplitudes cancel, so the equation holds there at E = 0. With both states equal to this wave, the flux out of site 0 is

conj(1) · i − conj(i) · 1 = 2i.

The vector has squared norm 4, so the normalised wave has flux i/2. Adding sites 1 and 2 leaves the flux as it is. Adding site 3 as well makes it zero, because no bond leaves the whole chain; at site 3 the eigenvalue equation fails.

## The calculation in Lean

```lean
import Mathlib

open Matrix

namespace KuboCrossSection

variable {n : Type*} [Fintype n] [DecidableEq n]

/-- The flux matrix element between the states `ψ` and `φ` on the bond from site `i` to
site `j`. -/
def bondFlux (H : Matrix n n ℂ) (ψ φ : n → ℂ) (i j : n) : ℂ :=
  star (ψ i) * H i j * φ j - star (ψ j) * H j i * φ i

/-- The total flux matrix element over all bonds that lead from the region `S` to its
complement. -/
def flux (H : Matrix n n ℂ) (ψ φ : n → ℂ) (S : Finset n) : ℂ :=
  ∑ i ∈ S, ∑ j ∈ Sᶜ, bondFlux H ψ φ i j

omit [Fintype n] [DecidableEq n] in
/-- The fluxes on the bonds inside a region add up to zero. -/
theorem internal_flux_zero (H : Matrix n n ℂ) (ψ φ : n → ℂ) (S : Finset n) :
    ∑ i ∈ S, ∑ j ∈ S, bondFlux H ψ φ i j = 0 := by
  simp only [bondFlux, Finset.sum_sub_distrib]
  rw [sub_eq_zero]
  exact Finset.sum_comm

omit [DecidableEq n] in
/-- The total flux out of one site is given by the action of the Hamiltonian on the two
states at that site. -/
theorem site_balance {H : Matrix n n ℂ} (hH : H.IsHermitian) (ψ φ : n → ℂ) (i : n) :
    ∑ j, bondFlux H ψ φ i j
      = star (ψ i) * (H *ᵥ φ) i - star ((H *ᵥ ψ) i) * φ i := by
  have h : ∀ j, star (H i j) = H j i := fun j => hH.apply j i
  simp only [bondFlux, Matrix.mulVec, dotProduct, Finset.sum_sub_distrib, star_sum,
    star_mul', Finset.mul_sum, Finset.sum_mul, h]
  congr 1 <;> exact Finset.sum_congr rfl fun j _ => by ring

/-- The flux through the boundary of a region is a sum of local terms over the sites of
the region. -/
theorem flux_eq_sum {H : Matrix n n ℂ} (hH : H.IsHermitian) (ψ φ : n → ℂ)
    (S : Finset n) :
    flux H ψ φ S
      = ∑ i ∈ S, (star (ψ i) * (H *ᵥ φ) i - star ((H *ᵥ ψ) i) * φ i) := by
  calc flux H ψ φ S
      = ∑ i ∈ S, ∑ j ∈ Sᶜ, bondFlux H ψ φ i j
          + ∑ i ∈ S, ∑ j ∈ S, bondFlux H ψ φ i j := by
        rw [internal_flux_zero, add_zero]
        rfl
    _ = ∑ i ∈ S, ∑ j, bondFlux H ψ φ i j := by
        rw [← Finset.sum_add_distrib]
        exact Finset.sum_congr rfl fun i _ => Finset.sum_compl_add_sum S _
    _ = _ := Finset.sum_congr rfl fun i _ => site_balance hH ψ φ i

/-- If `ψ` and `φ` solve the eigenvalue equation on `T` at energies `E₁` and `E₂`, adding
`T` to `S` changes the flux by the energy difference times the overlap on the new sites. -/
theorem flux_union_two_energies {H : Matrix n n ℂ} (hH : H.IsHermitian) {E₁ E₂ : ℝ}
    {ψ φ : n → ℂ} (S : Finset n) {T : Finset n}
    (hψ : ∀ i ∈ T, (H *ᵥ ψ) i = (E₁ : ℂ) * ψ i)
    (hφ : ∀ i ∈ T, (H *ᵥ φ) i = (E₂ : ℂ) * φ i) :
    flux H ψ φ (S ∪ T)
      = flux H ψ φ S + ((E₂ : ℂ) - (E₁ : ℂ)) * ∑ i ∈ T \ S, star (ψ i) * φ i := by
  have hU : S ∪ T = S ∪ (T \ S) := by
    ext i
    by_cases h : i ∈ S <;> simp [h]
  rw [hU, flux_eq_sum hH ψ φ (S ∪ (T \ S)), flux_eq_sum hH ψ φ S,
    Finset.sum_union Finset.disjoint_sdiff, Finset.mul_sum]
  congr 1
  refine Finset.sum_congr rfl fun i hi => ?_
  have hi' := (Finset.mem_sdiff.1 hi).1
  -- the energy is real, so it passes through the conjugation
  rw [hψ i hi', hφ i hi', star_mul', show star (E₁ : ℂ) = E₁ from Complex.conj_ofReal E₁]
  ring

/-- If `ψ` and `φ` solve the eigenvalue equation at the same real energy on every site of
`R`, the flux out of `S` is unchanged when sites of `R` are added to `S`. -/
theorem flux_union_eq {H : Matrix n n ℂ} (hH : H.IsHermitian) {E : ℝ} {ψ φ : n → ℂ}
    {R : Finset n} (hψ : ∀ i ∈ R, (H *ᵥ ψ) i = (E : ℂ) * ψ i)
    (hφ : ∀ i ∈ R, (H *ᵥ φ) i = (E : ℂ) * φ i) (S : Finset n) {T : Finset n}
    (hT : T ⊆ R) : flux H ψ φ (S ∪ T) = flux H ψ φ S := by
  rw [flux_union_two_energies hH S (fun i hi => hψ i (hT hi)) (fun i hi => hφ i (hT hi)),
    sub_self, zero_mul, add_zero]

/-- If `ψ` and `φ` solve the eigenvalue equation at the same real energy on every site of `R`, two
regions that differ only by sites of `R` have the same flux through their boundaries. -/
theorem flux_cross_section_eq {H : Matrix n n ℂ} (hH : H.IsHermitian) {E : ℝ}
    {ψ φ : n → ℂ} {R : Finset n} (hψ : ∀ i ∈ R, (H *ᵥ ψ) i = (E : ℂ) * ψ i)
    (hφ : ∀ i ∈ R, (H *ᵥ φ) i = (E : ℂ) * φ i) {S S' : Finset n}
    (h : S \ S' ⊆ R) (h' : S' \ S ⊆ R) : flux H ψ φ S = flux H ψ φ S' := by
  -- both regions are enlarged to their common union
  have a := flux_union_eq hH hψ hφ S h'
  have b := flux_union_eq hH hψ hφ S' h
  have hU : S ∪ (S' \ S) = S' ∪ (S \ S') := by
    ext i
    simp only [Finset.mem_union, Finset.mem_sdiff]
    tauto
  rw [hU] at a
  exact a.symm.trans b

/-- Exchanging the two states turns the flux into minus its complex conjugate. -/
theorem flux_swap {H : Matrix n n ℂ} (hH : H.IsHermitian) (ψ φ : n → ℂ)
    (S : Finset n) : flux H φ ψ S = -star (flux H ψ φ S) := by
  unfold flux
  rw [star_sum, ← Finset.sum_neg_distrib]
  refine Finset.sum_congr rfl fun i _ => ?_
  rw [star_sum, ← Finset.sum_neg_distrib]
  refine Finset.sum_congr rfl fun j _ => ?_
  simp only [bondFlux, star_sub, star_mul', star_star, hH.apply]
  ring

/-- Let `ψ` and `φ` solve the eigenvalue equation at the same real energy on every site of `R`, and
let `S` and `S'` differ only by sites of `R`. The current matrix element (`i` times the flux)
between `ψ` and `φ` at `S`, times the one with the two states exchanged at `S'`, is the squared
modulus of the flux at `S`. -/
theorem kubo_product {H : Matrix n n ℂ} (hH : H.IsHermitian) {E : ℝ}
    {ψ φ : n → ℂ} {R : Finset n} (hψ : ∀ i ∈ R, (H *ᵥ ψ) i = (E : ℂ) * ψ i)
    (hφ : ∀ i ∈ R, (H *ᵥ φ) i = (E : ℂ) * φ i) {S S' : Finset n}
    (h : S \ S' ⊆ R) (h' : S' \ S ⊆ R) :
    (Complex.I * flux H ψ φ S) * (Complex.I * flux H φ ψ S')
      = ((‖flux H ψ φ S‖ ^ 2 : ℝ) : ℂ) := by
  rw [flux_swap hH ψ φ S', ← flux_cross_section_eq hH hψ hφ h h']
  have hz : flux H ψ φ S * star (flux H ψ φ S) = ((‖flux H ψ φ S‖ ^ 2 : ℝ) : ℂ) := by
    rw [← Complex.normSq_eq_norm_sq]
    exact Complex.mul_conj _
  linear_combination hz - flux H ψ φ S * star (flux H ψ φ S) * Complex.I_sq

/-- The Hamiltonian of an open chain of four sites with unit hopping. -/
def chain : Matrix (Fin 4) (Fin 4) ℂ :=
  !![0, 1, 0, 0; 1, 0, 1, 0; 0, 1, 0, 1; 0, 0, 1, 0]

/-- A plane wave on four sites whose phase advances by a quarter turn per site. -/
def wave : Fin 4 → ℂ := ![1, Complex.I, -1, -Complex.I]

/-- On the four-site chain the plane wave solves the eigenvalue equation at zero energy on
the two inner sites; its flux out of the first site is `2i`, and out of the whole chain 0. -/
theorem flux_witness :
    chain.IsHermitian ∧
    (∀ i ∈ ({1, 2} : Finset (Fin 4)), (chain *ᵥ wave) i = ((0 : ℝ) : ℂ) * wave i) ∧
    flux chain wave wave {0} = 2 * Complex.I ∧
    flux chain wave wave Finset.univ = 0 := by
  have hH : chain.IsHermitian := by
    ext i j
    fin_cases i <;> fin_cases j <;> simp [chain, Matrix.conjTranspose_apply]
  refine ⟨hH, ?_, ?_, ?_⟩
  · intro i hi
    simp only [Finset.mem_insert, Finset.mem_singleton] at hi
    rcases hi with rfl | rfl <;>
      simp [chain, wave, Matrix.mulVec, dotProduct, Fin.sum_univ_four]
  · have h0 : (chain *ᵥ wave) 0 = Complex.I := by
      simp [chain, wave, Matrix.mulVec, dotProduct, Fin.sum_univ_four]
    have w0 : wave 0 = 1 := by simp [wave]
    rw [flux_eq_sum hH, Finset.sum_singleton, h0, w0, star_one,
      show star Complex.I = -Complex.I from Complex.conj_I]
    ring
  · simp [flux]

end KuboCrossSection
```

```lean
#print axioms KuboCrossSection.flux_cross_section_eq
#print axioms KuboCrossSection.kubo_product
```

```
'KuboCrossSection.flux_cross_section_eq' depends on axioms: [propext, Classical.choice, Quot.sound]
'KuboCrossSection.kubo_product' depends on axioms: [propext, Classical.choice, Quot.sound]
```

## How the lemmas follow the site sums

`internal_flux_zero` splits the double sum into its two halves, which `Finset.sum_comm` identifies by exchanging the order of summation. `site_balance` expands the matrix products and uses `hH.apply` for Hermiticity. `flux_eq_sum` adds the vanishing internal sum and joins the sums over `Sᶜ` and `S` into one over all sites.

In `flux_union_two_energies`, the union is first rewritten as `S ∪ (T \ S)`, whose parts are disjoint, so that `Finset.sum_union` separates the new sites. The eigenvalue equations are then inserted, and `Complex.conj_ofReal` takes the real energy through the conjugation. `flux_union_eq` sets the energies equal, and `flux_cross_section_eq` enlarges both regions to their common union.

`flux_swap` conjugates the sum bond by bond. `kubo_product` combines it with the equality of the two fluxes; its final `linear_combination` uses i² = −1 and the identity z conj(z) = |z|².

`flux_witness` checks Hermiticity entry by entry and the eigenvalue equation at the two inner sites. It obtains `2 * Complex.I` from the local term at site 0, and the zero for the whole chain from its empty complement.
